# Strang splitting of Hermitian matrices is unitary and reversible, and exact at all times precisely when they commute

The two parts of the Hamiltonian are taken here as time-independent Hermitian matrices $T$ and $V$ of the same finite size, with $\hbar=1$, and a splitting counts as exact if it equals $e^{-i\tau(T+V)}$ at every real time $\tau$. In this setting the Strang step $S(\tau)=e^{-i\tau V/2}e^{-i\tau T}e^{-i\tau V/2}$ is unitary, is undone by $S(-\tau)$, and is exact if and only if $TV=VT$.

In Lean 4 with Mathlib:

```lean
import Mathlib

open Matrix
open scoped ComplexOrder

namespace StrangSplitting

noncomputable section

variable {n : Type*} [Fintype n] [DecidableEq n]

/-- The propagator `exp(-i τ H)` of a matrix `H` over the time `τ`. -/
def propagator (H : Matrix n n ℂ) (τ : ℝ) : Matrix n n ℂ :=
  NormedSpace.exp ((-(Complex.I * (τ : ℂ))) • H)

/-- One Strang step: half a step with `V`, a full step with `T`, half a step with `V`. -/
def strang (T V : Matrix n n ℂ) (τ : ℝ) : Matrix n n ℂ :=
  propagator V (τ / 2) * propagator T τ * propagator V (τ / 2)

/-- Propagation over zero time is the identity, and successive propagations add their times. -/
theorem propagator_group (H : Matrix n n ℂ) :
    propagator H 0 = 1 ∧
      ∀ s t : ℝ, propagator H (s + t) = propagator H s * propagator H t := by
  refine ⟨by simp [propagator], fun s t => ?_⟩
  unfold propagator
  rw [← Matrix.exp_add_of_commute _ _ (((Commute.refl H).smul_left _).smul_right _),
    ← add_smul]
  congr 2
  push_cast
  ring

/-- The propagator of a Hermitian matrix is unitary. -/
theorem propagator_unitary {H : Matrix n n ℂ} (hH : H.IsHermitian) (τ : ℝ) :
    propagator H τ ∈ Matrix.unitaryGroup n ℂ := by
  -- the adjoint propagates backwards in time
  have hstar : (propagator H τ)ᴴ = propagator H (-τ) := by
    unfold propagator
    rw [← Matrix.exp_conjTranspose, Matrix.conjTranspose_smul, hH.eq]
    congr 2
    simp [mul_comm]
  rw [Matrix.mem_unitaryGroup_iff, Matrix.star_eq_conjTranspose, hstar,
    ← (propagator_group H).2, add_neg_cancel, (propagator_group H).1]

/-- For Hermitian `T` and `V` the Strang step is unitary. -/
theorem strang_unitary {T V : Matrix n n ℂ} (hT : T.IsHermitian) (hV : V.IsHermitian)
    (τ : ℝ) : strang T V τ ∈ Matrix.unitaryGroup n ℂ :=
  mul_mem (mul_mem (propagator_unitary hV _) (propagator_unitary hT _))
    (propagator_unitary hV _)

/-- The Strang step is time-reversible: a step by `-τ` undoes a step by `τ`. -/
theorem strang_reversible (T V : Matrix n n ℂ) (τ : ℝ) :
    strang T V (-τ) * strang T V τ = 1 := by
  have hV : propagator V (-τ / 2) * propagator V (τ / 2) = 1 := by
    rw [← (propagator_group V).2, show -τ / 2 + τ / 2 = 0 by ring, (propagator_group V).1]
  have hT : propagator T (-τ) * propagator T τ = 1 := by
    rw [← (propagator_group T).2, neg_add_cancel, (propagator_group T).1]
  -- the factors cancel from the inside outwards
  calc strang T V (-τ) * strang T V τ
      = propagator V (-τ / 2) * (propagator T (-τ) *
          (propagator V (-τ / 2) * propagator V (τ / 2)) * propagator T τ) *
          propagator V (τ / 2) := by simp only [strang, mul_assoc]
    _ = 1 := by rw [hV, mul_one, hT, mul_one, hV]

/-- If `T` and `V` commute, the Strang step is the exact propagator of `T + V`. -/
theorem strang_eq_of_commute {T V : Matrix n n ℂ} (h : T * V = V * T) (τ : ℝ) :
    strang T V τ = propagator (T + V) τ := by
  have c : Commute ((-(Complex.I * ((τ / 2 : ℝ) : ℂ))) • V)
      ((-(Complex.I * (τ : ℂ))) • T) :=
    ((show Commute V T from h.symm).smul_left _).smul_right _
  unfold strang propagator
  rw [← Matrix.exp_add_of_commute _ _ c,
    ← Matrix.exp_add_of_commute _ _ ((Commute.refl _).add_left c.symm)]
  congr 1
  push_cast
  module

/-- The matrices `T = [[0, 1], [1, 0]]` and `V = [[2, 1], [1, 2]]` are Hermitian and commute. -/
theorem strang_eq_of_commute_witness :
    (!![0, 1; 1, 0] : Matrix (Fin 2) (Fin 2) ℂ).IsHermitian ∧
    (!![2, 1; 1, 2] : Matrix (Fin 2) (Fin 2) ℂ).IsHermitian ∧
    (!![0, 1; 1, 0] : Matrix (Fin 2) (Fin 2) ℂ) * !![2, 1; 1, 2] =
      !![2, 1; 1, 2] * !![0, 1; 1, 0] := by
  refine ⟨?_, ?_, ?_⟩
  · ext i j; fin_cases i <;> fin_cases j <;> simp
  · ext i j; fin_cases i <;> fin_cases j <;> simp
  · ext i j; fin_cases i <;> fin_cases j <;> simp [Matrix.mul_apply, Fin.sum_univ_succ]

/-- If a unitary `U` leaves the autocorrelation `tr(A U A U†)` of a Hermitian `A` at the value
`tr(A A)`, then `A` commutes with `U`. -/
theorem commute_of_autocorrelation {A U : Matrix n n ℂ} (hA : A.IsHermitian)
    (hU : U ∈ Matrix.unitaryGroup n ℂ)
    (h : trace (A * (U * A * Uᴴ)) = trace (A * A)) : A * U = U * A := by
  have h1 : U * Uᴴ = 1 := Matrix.mem_unitaryGroup_iff.1 hU
  have h2 : Uᴴ * U = 1 := Matrix.mem_unitaryGroup_iff'.1 hU
  have e : (A * U - U * A) * (A * U - U * A)ᴴ =
      A * (U * Uᴴ) * A - A * (U * A * Uᴴ) - U * A * Uᴴ * A + U * (A * A) * Uᴴ := by
    rw [conjTranspose_sub, conjTranspose_mul, conjTranspose_mul, hA.eq]
    noncomm_ring
  -- the Hilbert-Schmidt norm of the commutator vanishes
  have t : trace ((A * U - U * A) * (A * U - U * A)ᴴ) = 0 := by
    rw [e, h1, mul_one, trace_add, trace_sub, trace_sub, trace_mul_comm (U * A * Uᴴ) A, h,
      trace_mul_comm (U * (A * A)) Uᴴ, ← mul_assoc Uᴴ U, h2, one_mul]
    ring
  exact sub_eq_zero.1 (Matrix.trace_mul_conjTranspose_self_eq_zero_iff.1 t)

attribute [local instance] Matrix.linftyOpNormedRing Matrix.linftyOpNormedAlgebra

/-- The propagator solves the Schrödinger equation `dU/dτ = -i H U`. -/
theorem propagator_hasDerivAt (H : Matrix n n ℂ) (τ : ℝ) :
    HasDerivAt (propagator H) (((-Complex.I) • H) * propagator H τ) τ := by
  have e : ∀ t : ℝ, propagator H t = NormedSpace.exp (t • ((-Complex.I) • H)) := by
    intro t
    unfold propagator
    congr 1
    ext i j
    simp only [Matrix.smul_apply, smul_eq_mul, Complex.real_smul]
    ring
  rw [show propagator H = fun t : ℝ => NormedSpace.exp (t • ((-Complex.I) • H)) from funext e]
  exact hasDerivAt_exp_smul_const' ((-Complex.I) • H) τ

/-- A matrix that commutes with the propagator of `H` at all times commutes with `H`. -/
theorem commute_of_conserved (A H : Matrix n n ℂ)
    (h : ∀ τ : ℝ, A * propagator H τ = propagator H τ * A) : A * H = H * A := by
  have d1 : HasDerivAt (fun t => A * propagator H t)
      (A * (((-Complex.I) • H) * propagator H 0)) 0 := (propagator_hasDerivAt H 0).const_mul A
  have d2 : HasDerivAt (fun t => propagator H t * A)
      (((-Complex.I) • H) * propagator H 0 * A) 0 := (propagator_hasDerivAt H 0).mul_const A
  rw [funext h] at d1
  have e := d1.unique d2
  rw [(propagator_group H).1, mul_one, Matrix.mul_smul, Matrix.smul_mul] at e
  have e2 := congrArg (fun M => Complex.I • M) e
  simpa only [smul_smul, mul_neg, Complex.I_mul_I, neg_neg, one_smul] using e2

/-- For Hermitian `T` and `V`, Strang splitting reproduces the exact propagator of `T + V` at
all times if and only if `T` and `V` commute. -/
theorem strang_exact_iff {T V : Matrix n n ℂ} (hT : T.IsHermitian) (hV : V.IsHermitian) :
    (∀ τ : ℝ, strang T V τ = propagator (T + V) τ) ↔ T * V = V * T := by
  refine ⟨fun h => ?_, fun h τ => strang_eq_of_commute h τ⟩
  have key : ∀ τ : ℝ, V * propagator (T + V) τ = propagator (T + V) τ * V := by
    intro τ
    rw [← h τ]
    apply commute_of_autocorrelation hV (strang_unitary hT hV τ)
    have hW : HasDerivAt (fun t : ℝ => propagator V (t / 2))
        (((-Complex.I) • ((1 / 2 : ℂ) • V)) * propagator V (τ / 2)) τ := by
      have e : ∀ t : ℝ, propagator V (t / 2) = propagator ((1 / 2 : ℂ) • V) t := by
        intro t
        unfold propagator
        rw [smul_smul]
        congr 2
        push_cast
        ring
      simp only [e]
      exact propagator_hasDerivAt _ _
    have hS := (hW.fun_mul (propagator_hasDerivAt T τ)).fun_mul hW
    have hE := propagator_hasDerivAt (T + V) τ
    rw [← (funext h : strang T V = propagator (T + V))] at hE
    -- both sides of the exactness relation have the same time derivative
    have eq : ((-Complex.I) • (T + V)) * strang T V τ =
        (((-Complex.I) • ((1 / 2 : ℂ) • V)) * propagator V (τ / 2) * propagator T τ +
          propagator V (τ / 2) * (((-Complex.I) • T) * propagator T τ)) * propagator V (τ / 2) +
        propagator V (τ / 2) * propagator T τ *
          (((-Complex.I) • ((1 / 2 : ℂ) • V)) * propagator V (τ / 2)) := hE.unique hS
    have hd : strang T V τ =
      propagator V (τ / 2) * propagator T τ * propagator V (τ / 2) := rfl
    have hSS : strang T V τ * (strang T V τ)ᴴ = 1 :=
      Matrix.mem_unitaryGroup_iff.1 (strang_unitary hT hV τ)
    have hi : propagator V (-(τ / 2)) * propagator V (τ / 2) = 1 := by
      rw [← (propagator_group V).2, neg_add_cancel, (propagator_group V).1]
    have hVW : V * propagator V (τ / 2) = propagator V (τ / 2) * V :=
      ((Commute.refl V).smul_right _).exp_right
    generalize strang T V τ = S at eq hd hSS ⊢
    generalize propagator V (τ / 2) = W at eq hd hi hVW
    generalize propagator V (-(τ / 2)) = X at hi
    generalize propagator T τ = K at eq hd
    have e1 : (-Complex.I) • ((T + V) * S) = (-Complex.I) •
        ((1 / 2 : ℂ) • (V * S) + W * T * K * W + (1 / 2 : ℂ) • (S * V)) := by
      rw [← smul_mul_assoc, eq, hd, mul_assoc (W * K) W V, ← hVW]
      simp only [smul_mul_assoc, mul_smul_comm, add_mul, mul_assoc]
      module
    have e2 : (T + V) * S =
        (1 / 2 : ℂ) • (V * S) + W * T * K * W + (1 / 2 : ℂ) • (S * V) := by
      have := congrArg (fun M => Complex.I • M) e1
      simpa only [smul_smul, mul_neg, Complex.I_mul_I, neg_neg, one_smul] using this
    have hX : K * W * Sᴴ = X := by
      calc K * W * Sᴴ = X * W * (K * W * Sᴴ) := by rw [hi, one_mul]
        _ = X * (W * K * W * Sᴴ) := by simp only [mul_assoc]
        _ = X := by rw [← hd, hSS, mul_one]
    have e3 : V * (T + V) = (1 / 2 : ℂ) • (V * V) + V * (W * T * X) +
        (1 / 2 : ℂ) • (V * (S * V * Sᴴ)) := by
      calc V * (T + V) = V * ((T + V) * S * Sᴴ) := by rw [mul_assoc (T + V), hSS, mul_one]
        _ = (1 / 2 : ℂ) • (V * (V * (S * Sᴴ))) + V * (W * T * (K * W * Sᴴ)) +
            (1 / 2 : ℂ) • (V * (S * V * Sᴴ)) := by
          rw [e2]
          simp only [add_mul, mul_add, smul_mul_assoc, mul_smul_comm, mul_assoc]
        _ = _ := by rw [hSS, mul_one, hX]
    have ht : trace (V * (W * T * X)) = trace (V * T) := by
      rw [show V * (W * T * X) = W * (V * T) * X by simp only [← mul_assoc, hVW],
        trace_mul_comm, ← mul_assoc X W, hi, one_mul]
    -- the trace against V leaves only the autocorrelation of V
    have t := congrArg trace e3
    rw [mul_add, trace_add, trace_add, trace_add, trace_smul, trace_smul, ht] at t
    simp only [smul_eq_mul] at t
    linear_combination (-2) * t
  have c := commute_of_conserved V (T + V) key
  rw [mul_add, add_mul] at c
  exact (add_right_cancel c).symm

end

end StrangSplitting
```

```lean
#print axioms StrangSplitting.strang_reversible
#print axioms StrangSplitting.strang_exact_iff
```

```
'StrangSplitting.strang_reversible' depends on axioms: [propext, Classical.choice, Quot.sound]
'StrangSplitting.strang_exact_iff' depends on axioms: [propext, Classical.choice, Quot.sound]
```

## The step as a product of three propagators

`propagator H τ` is the matrix exponential $e^{-i\tau H}$, and `strang T V τ` is the product $S(\tau)$. The index type `n` labels the basis states, for example grid points or spin configurations. Hermiticity is the hypothesis `IsHermitian`, and the dagger is written `ᴴ`.

Four theorems describe the step:

- `strang_unitary`: for Hermitian $T$ and $V$, $S(\tau)$ lies in the unitary group for every real $\tau$.
- `strang_reversible`: $S(-\tau)S(\tau)=1$. This needs no Hermiticity.
- `strang_eq_of_commute`: if $TV=VT$, then $S(\tau)=e^{-i\tau(T+V)}$, again without Hermiticity.
- `strang_exact_iff`: for Hermitian $T$ and $V$, equality at all $\tau$ is equivalent to $TV=VT$.

The commuting case is illustrated by $T=\sigma_x$ and $V=2+\sigma_x$, which `strang_eq_of_commute_witness` shows to be Hermitian and commuting. Neither is a multiple of the identity.

The quantifier over $\tau$ matters in the last theorem. Take $T=3\sigma_x$, $V=4\sigma_z$ and $\tau=2\pi$. All three factors of $S(\tau)$ equal 1, and so does $e^{-i\tau(T+V)}$, because $T+V$ has eigenvalues $\pm5$. Agreement at one nonzero time therefore does not imply that the matrices commute.

Strang splitting is best known for its second-order accuracy. That is a statement about the size of the error for small $\tau$, and the theorems contain no error estimate. Unbounded operators and time-dependent Hamiltonians also lie beyond their scope.

## A wave packet on a grid

For one particle of mass $m$ on a periodic grid, $V$ is diagonal with entries $V(x_j)$, and $T$ is diagonal after a discrete Fourier transform, with the entry $k^2/2m$ for wave number $k$. One step then consists of these operations:

1. Multiply the wave function at each grid point by $e^{-i\tau V(x_j)/2}$.
2. Apply a fast Fourier transform.
3. Multiply each component by $e^{-i\tau k^2/2m}$.
4. Transform back.
5. Multiply by $e^{-i\tau V(x_j)/2}$ again.

Between consecutive steps the two half-steps with $V$ merge into one factor $e^{-i\tau V(x_j)}$. The exponential of $T+V$ is never formed.

For such a finite grid with a real, static potential, unitarity means that the step preserves the norm of the wave function for any $\tau$, however large. If $T$ and $V$ do not commute, $S(\tau)$ differs from the exact propagator $e^{-i\tau(T+V)}$ of the grid Hamiltonian for some step length $\tau$.

## Unitarity, reversal and the commuting case

The matrices $-isH$ and $-itH$ commute, so their exponentials multiply by adding exponents:
$$e^{-i(s+t)H}=e^{-isH}e^{-itH}.$$
This is `propagator_group`, obtained from `Matrix.exp_add_of_commute`. If $H=H^\dagger$, then $(e^{-i\tau H})^\dagger=e^{+i\tau H}$, which is `hstar` in `propagator_unitary`. The group law then gives $e^{-i\tau H}(e^{-i\tau H})^\dagger=1$. A product of unitary matrices is unitary, and `strang_unitary` applies this with `mul_mem`.

For reversal, write out
$$S(-\tau)S(\tau)=e^{i\tau V/2}e^{i\tau T}\,e^{i\tau V/2}e^{-i\tau V/2}\,e^{-i\tau T}e^{-i\tau V/2}.$$
The innermost pair cancels, then the pair with $T$, then the outer pair. The `calc` block in `strang_reversible` does the same.

If $T$ and $V$ commute, the three exponents add:
$$-\tfrac{i\tau}{2}V-i\tau T-\tfrac{i\tau}{2}V=-i\tau(T+V).$$
In `strang_eq_of_commute` two uses of `Matrix.exp_add_of_commute` combine the exponentials, and `module` checks this sum.

## Two criteria for commuting

The proof of the converse uses two auxiliary results. In the first, $A$ is Hermitian, $U$ is unitary and $\operatorname{tr}(AUAU^\dagger)=\operatorname{tr}(A^2)$. Expanding the squared Hilbert–Schmidt norm of the commutator gives
$$\begin{aligned}
&\operatorname{tr}\big[(AU-UA)(AU-UA)^\dagger\big]\\
&\quad=\operatorname{tr}(AUU^\dagger A)-\operatorname{tr}(AUAU^\dagger)-\operatorname{tr}(UAU^\dagger A)+\operatorname{tr}(UA^2U^\dagger)\\
&\quad=2\operatorname{tr}(A^2)-2\operatorname{tr}(AUAU^\dagger)=0.
\end{aligned}$$
The trace of $MM^\dagger$ is the sum of $|M_{ij}|^2$, so it vanishes only for $M=0$. Hence $AU=UA$. In `commute_of_autocorrelation`, `e` is the expansion and `t` is the vanishing trace.

The second result starts from the Schrödinger equation
$$\frac{d}{d\tau}e^{-i\tau H}=-iH\,e^{-i\tau H},$$
which is `propagator_hasDerivAt`. If $A$ commutes with $e^{-i\tau H}$ at all times, differentiating $Ae^{-i\tau H}=e^{-i\tau H}A$ at $\tau=0$ gives $-iAH=-iHA$, so $AH=HA$. In `commute_of_conserved`, `d1` and `d2` are the derivatives of the two sides, and uniqueness of the derivative equates them.

## Why exact splitting forces $T$ and $V$ to commute

Suppose $S(\tau)=e^{-i\tau(T+V)}$ for all $\tau$. Fix $\tau$ and write $W=e^{-i\tau V/2}$, $K=e^{-i\tau T}$ and $S=WKW$. Since $W$ commutes with $V$, the product rule gives
$$\frac{dS}{d\tau}=-i\left(\tfrac12VS+WTKW+\tfrac12SV\right).$$
By assumption the same derivative is $-i(T+V)S$. Therefore
$$(T+V)S=\tfrac12VS+WTKW+\tfrac12SV.$$
Now multiply by $S^\dagger$ from the right. From $WKWS^\dagger=SS^\dagger=1$ follows $KWS^\dagger=W^{-1}$, so
$$T+V=\tfrac12V+WTW^{-1}+\tfrac12SVS^\dagger.$$
Multiply by $V$ from the left and take the trace. Because $V$ commutes with $W$,
$$\operatorname{tr}(VWTW^{-1})=\operatorname{tr}(WVTW^{-1})=\operatorname{tr}(VT).$$
This cancels the term $\operatorname{tr}(VT)$ on the left-hand side, leaving
$$\operatorname{tr}(V^2)=\tfrac12\operatorname{tr}(V^2)+\tfrac12\operatorname{tr}(VSVS^\dagger),$$
that is, $\operatorname{tr}(VSVS^\dagger)=\operatorname{tr}(V^2)$.

By the first criterion, $V$ commutes with $S(\tau)$, which is the exact propagator of $T+V$. As $\tau$ was arbitrary, the second criterion gives $V(T+V)=(T+V)V$. Subtracting $V^2$ from both sides leaves $VT=TV$.

In `strang_exact_iff`, `hS` is the product-rule derivative and `hE` the derivative of the exact propagator. Their equality is `eq`, which `e2` brings into the form above without the factor $-i$. The `generalize` lines replace the propagators by the letters $S$, $W$ and $K$, with `X` for $W^{-1}$. Then `hX` identifies $KWS^\dagger$ with $W^{-1}$, `e3` is the equation multiplied by $V$, and `ht` evaluates the trace containing $T$. The final `linear_combination` solves for the autocorrelation. The result `key` states that $V$ commutes with the exact propagator at every time, and `commute_of_conserved` turns this into the commutation of $V$ with $T+V$.
